# For anticommuting real two-qubit operators A and B that square to −1, any nonzero real vector v is linearly independent of Av, Bv and ABv, and these of one another

The lemma concerns two real operators A and B on two qubits, that is, real 4 by 4 matrices, which anticommute and each square to −1. It states that for every nonzero vector v of real amplitudes, normalised or not, the four vectors v, Av, Bv and ABv are linearly independent over the real numbers. The attempt takes a real combination of the four that vanishes and reads it as a quaternion-like matrix acting on v. Multiplying by the conjugate matrix gives the sum of the squared coefficients times v, which must also be zero, and since v is nonzero every coefficient vanishes.

Lean 4 with Mathlib refuses this proof:

```lean
import Mathlib

open Matrix
open scoped Kronecker

namespace QuaternionOrbit

noncomputable section

/-- Operators on two qubits: 4 by 4 matrices with entries in `K`. -/
abbrev TwoQubit (K : Type) := Matrix (Fin 2 × Fin 2) (Fin 2 × Fin 2) K

/-- If real matrices `A`, `B` anticommute and square to -1, then a real combination of
1, A, B, AB times its quaternion conjugate is the sum of the squared coefficients. -/
theorem quaternion_norm {A B : TwoQubit ℝ} (hA : A * A = -1) (hB : B * B = -1)
    (hAB : A * B = -(B * A)) (a b c d : ℝ) :
    (a • 1 - b • A - c • B - d • (A * B)) * (a • 1 + b • A + c • B + d • (A * B)) =
      (a ^ 2 + b ^ 2 + c ^ 2 + d ^ 2) • (1 : TwoQubit ℝ) := by
  have h1 : B * A = -(A * B) := by rw [hAB, neg_neg]
  have h2 : A * (A * B) = -B := by rw [← mul_assoc, hA, neg_one_mul]
  have h3 : A * B * A = B := by rw [mul_assoc, h1, mul_neg, h2, neg_neg]
  have h4 : A * B * B = -A := by rw [mul_assoc, hB, mul_neg_one]
  have h5 : B * (A * B) = A := by rw [← mul_assoc, h1, neg_mul, h4, neg_neg]
  have h6 : A * B * (A * B) = -1 := by rw [mul_assoc, h5, hA]
  simp only [sub_mul, mul_add, smul_mul_assoc, mul_smul_comm, one_mul, mul_one,
    hA, hB, h1, h2, h3, h4, h5, h6]
  module

/-- If real matrices `A`, `B` anticommute and square to -1, then v, Av, Bv, ABv are
linearly independent for every nonzero real vector v. -/
theorem quaternion_orbit {A B : TwoQubit ℝ} (hA : A * A = -1) (hB : B * B = -1)
    (hAB : A * B = -(B * A)) {v : Fin 2 × Fin 2 → ℝ} (hv : v ≠ 0) :
    LinearIndependent ℝ ![v, A *ᵥ v, B *ᵥ v, (A * B) *ᵥ v] := by
  rw [Fintype.linearIndependent_iff]
  intro c hc
  have hQ : (c 0 • 1 + c 1 • A + c 2 • B + c 3 • (A * B)) *ᵥ v = 0 := by
    refine Eq.trans ?_ hc
    simp [Fin.sum_univ_four, Matrix.add_mulVec, Matrix.smul_mulVec]
  -- multiply by the conjugate quaternion
  have hs : (c 0 ^ 2 + c 1 ^ 2 + c 2 ^ 2 + c 3 ^ 2) • v = 0 := by
    have h := congrArg (fun M : TwoQubit ℝ => M *ᵥ v)
      (quaternion_norm hA hB hAB (c 0) (c 1) (c 2) (c 3))
    dsimp only at h
    rw [← Matrix.mulVec_mulVec, hQ, Matrix.mulVec_zero, Matrix.smul_mulVec,
      Matrix.one_mulVec] at h
    exact h.symm
  have hsum : ∑ i, c i ^ 2 = 0 := by
    rw [Fin.sum_univ_four]
    exact (smul_eq_zero.mp hs).resolve_right hv
  intro i
  exact (pow_eq_zero_iff two_ne_zero).mp
    ((Finset.sum_eq_zero_iff_of_nonneg (fun i _ => sq_nonneg (c i))).mp hsum i
      (Finset.mem_univ i))

end

end QuaternionOrbit
```

The compiler's answer:

```
Main.lean:43:4: error: `dsimp` made no progress
```

Cause. The message says that `dsimp only at h` found nothing to simplify, which Lean treats as an error. The hypothesis `h` comes from applying the function `fun M : TwoQubit ℝ => M *ᵥ v` to both sides of `quaternion_norm` by `congrArg`. The call to `dsimp only` would have been useful if `h` still showed that function standing unapplied in front of each matrix, since it would then have put the matrix in place of `M`. But Lean had already done this when it formed the type of `h`, so both sides were already products of a matrix with `v`.

The diff deletes the call and leaves a blank line. The `rw` that follows can work on `h` as it stands: `← Matrix.mulVec_mulVec` splits the product of the two matrices into successive actions on `v`, and `hQ` then replaces the inner one by zero. The mathematics of the proof is unchanged.

After these edits no error is left:

```diff
@@ -41,5 +41,5 @@
     have h := congrArg (fun M : TwoQubit ℝ => M *ᵥ v)
       (quaternion_norm hA hB hAB (c 0) (c 1) (c 2) (c 3))
-    dsimp only at h
+
     rw [← Matrix.mulVec_mulVec, hQ, Matrix.mulVec_zero, Matrix.smul_mulVec,
       Matrix.one_mulVec] at h
```
